# The variational free energy of a harmonic trial is lowest only at a harmonic oscillator's true frequency

Suppose an oscillator's frequency is found by minimising a variational free energy over trial oscillators. If that functional could fall below the true free energy, or had its minimum elsewhere, even an exactly harmonic system would be assigned the wrong frequency. For a harmonic system and a harmonic trial, neither happens at any positive temperature.

```lean
import Mathlib

open Set

namespace HarmonicTrialFrequency

noncomputable section
```

## The free energy and its trial functional

Set m = ħ = k_B = 1. An oscillator of frequency w at inverse temperature β has levels w(n + ½), so

Z = Σₙ exp(−βw(n + ½)) = 1/(2 sinh(βw/2)),
F(w) = −log(Z)/β = log(2 sinh(βw/2))/β.

Lean takes the last expression as a definition on real numbers. Identifying it with the free energy of a quantum Hamiltonian rests on the level sum above, a geometric series that is not formalised here.

```lean
/-- Free energy of a quantum harmonic oscillator of frequency `w > 0` at inverse temperature
`β > 0`, in units where the mass, `ħ` and Boltzmann's constant are one. -/
def freeEnergy (β w : ℝ) : ℝ := Real.log (2 * Real.sinh (β * w / 2)) / β
```

For a trial oscillator of frequency W, the Hamiltonians differ by ½(w² − W²)x². In its level n the mean of x² is (n + ½)/W, and the thermal average of n + ½ is −(1/W) d(log Z)/dβ = ½coth(βW/2), with Z taken at frequency W. So the trial thermal average is ⟨x²⟩ = coth(βW/2)/(2W); this step too is not formalised. The correction to F(W) is therefore (w² − W²)C(W), where

C(W) = ½⟨x²⟩ = coth(βW/2)/(4W).

The code calls C `stiffnessResponse`; textbooks would call it half the mean square displacement.

```lean
/-- The function `coth (β W / 2) / (4 W)` of the trial frequency, for `β > 0` and `W > 0`. -/
def stiffnessResponse (β W : ℝ) : ℝ :=
  Real.cosh (β * W / 2) / Real.sinh (β * W / 2) / (4 * W)
```

The functional is G(W) = F(W) + (w² − W²)C(W). Forgetting the ½ in the potential doubles the correction; the functional then has slope −2wC(w) at W = w and dips below F(w) just above it.

```lean
/-- The variational functional for an oscillator of frequency `w` described by a trial
oscillator of frequency `W`, for `β > 0` and `W > 0`: the trial free energy plus
`(w² - W²) coth (β W / 2) / (4 W)`. -/
def trialBound (β w W : ℝ) : ℝ :=
  freeEnergy β W + (w ^ 2 - W ^ 2) * stiffnessResponse β W
```

## The slope in the spring constant

Let k = w² be the spring constant. Since d√k/dk = 1/(2√k), the chain rule gives

dF/dk = (1/β) · coth(β√k/2) · β/(4√k) = C(√k).

So G extrapolates the free energy linearly in k, from W² to w². In the proof, `h1` differentiates the argument of sinh, `h2` adds the sinh and the logarithm, and `field_simp` and `ring` match the result to C.

```lean
/-- At positive temperature and for a positive spring constant `k`, the derivative of the
oscillator free energy with respect to `k` is the stiffness response at frequency `√k`. -/
theorem hasDerivAt_freeEnergy_sqrt {β k : ℝ} (hβ : 0 < β) (hk : 0 < k) :
    HasDerivAt (fun x => freeEnergy β (√x)) (stiffnessResponse β (√k)) k := by
  have hs : 0 < √k := Real.sqrt_pos.mpr hk
  have hsinh : 0 < Real.sinh (β * √k / 2) := Real.sinh_pos_iff.mpr (by positivity)
  have h1 : HasDerivAt (fun x => β * √x / 2) (β * (1 / (2 * √k)) / 2) k :=
    ((Real.hasDerivAt_sqrt hk.ne').const_mul β).div_const 2
  have h2 := ((h1.sinh.const_mul 2).log (mul_pos two_pos hsinh).ne').div_const β
  refine h2.congr_deriv ?_
  unfold stiffnessResponse
  have hne := hsinh.ne'
  generalize Real.sinh (β * √k / 2) = s at hne ⊢
  generalize Real.cosh (β * √k / 2) = c
  field_simp
  ring
```

This slope falls as the frequency rises. For 0 < a < b, put x = βa/2 and y = βb/2. Then

0 < sinh(y − x) = sinh y cosh x − cosh y sinh x,

and division by sinh x sinh y gives coth y < coth x. As 1/(4b) < 1/(4a) too, C(b) < C(a). The `calc` block changes first the coth and then the denominator.

```lean
/-- At positive temperature the stiffness response is strictly smaller for the higher of two
positive frequencies. -/
theorem stiffnessResponse_lt {β a b : ℝ} (hβ : 0 < β) (ha : 0 < a) (hab : a < b) :
    stiffnessResponse β b < stiffnessResponse β a := by
  have hb : 0 < b := ha.trans hab
  have hsa : 0 < Real.sinh (β * a / 2) := Real.sinh_pos_iff.mpr (by positivity)
  have hsb : 0 < Real.sinh (β * b / 2) := Real.sinh_pos_iff.mpr (by positivity)
  -- the hyperbolic cotangent decreases, by the subtraction formula for sinh
  have hcoth : Real.cosh (β * b / 2) / Real.sinh (β * b / 2)
      < Real.cosh (β * a / 2) / Real.sinh (β * a / 2) := by
    rw [div_lt_div_iff₀ hsb hsa]
    have h : 0 < Real.sinh (β * b / 2 - β * a / 2) :=
      Real.sinh_pos_iff.mpr (by nlinarith [mul_pos hβ (sub_pos.mpr hab)])
    rw [Real.sinh_sub] at h
    linarith
  unfold stiffnessResponse
  calc Real.cosh (β * b / 2) / Real.sinh (β * b / 2) / (4 * b)
      < Real.cosh (β * a / 2) / Real.sinh (β * a / 2) / (4 * b) :=
        div_lt_div_of_pos_right hcoth (by positivity)
    _ ≤ Real.cosh (β * a / 2) / Real.sinh (β * a / 2) / (4 * a) :=
        div_le_div_of_nonneg_left (div_pos (Real.cosh_pos _) hsa).le
          (by positivity) (by linarith)
```

## From slope to strict bound

The mean value theorem in k, applied between a² and b², supplies a frequency c with a < c < b and

F(b) − F(a) = (b² − a²)C(c).

Lean finds the intermediate spring constant and takes c as its square root.

```lean
/-- At positive temperature and between two positive frequencies `a < b`, the free energy difference
is the difference of the squared frequencies times the stiffness response at some intermediate
frequency. -/
theorem exists_intermediate_frequency {β a b : ℝ} (hβ : 0 < β) (ha : 0 < a) (hab : a < b) :
    ∃ c, a < c ∧ c < b ∧
      freeEnergy β b - freeEnergy β a = (b ^ 2 - a ^ 2) * stiffnessResponse β c := by
  have hb : 0 < b := ha.trans hab
  have hsq : a ^ 2 < b ^ 2 := by nlinarith
  have hpos : 0 < a ^ 2 := by positivity
  -- mean value theorem in the spring constant
  obtain ⟨k, hk, hslope⟩ := exists_hasDerivAt_eq_slope
    (fun x => freeEnergy β (√x)) (fun x => stiffnessResponse β (√x)) hsq
    (fun x hx => (hasDerivAt_freeEnergy_sqrt hβ
      (hpos.trans_le hx.1)).continuousAt.continuousWithinAt)
    (fun x hx => hasDerivAt_freeEnergy_sqrt hβ (hpos.trans hx.1))
  refine ⟨√k, Real.lt_sqrt_of_sq_lt hk.1, (Real.sqrt_lt' hb).mpr hk.2, ?_⟩
  have hne : b ^ 2 - a ^ 2 ≠ 0 := (sub_pos.mpr hsq).ne'
  simp only [Real.sqrt_sq ha.le, Real.sqrt_sq hb.le] at hslope
  rw [hslope, mul_div_cancel₀ _ hne]
```

If W < w, then c > W, so C(c) < C(W) and

F(w) = F(W) + (w² − W²)C(c) < G(W).

If W > w, then c < W, so C(c) > C(W) and

F(w) = F(W) − (W² − w²)C(c) < F(W) − (W² − w²)C(W) = G(W).

The two branches of `rcases` are these cases; `nlinarith` combines the mean value identity with the sign of the product.

```lean
/-- At positive temperature, a trial oscillator whose positive frequency differs from the true
positive frequency gives a value strictly above the true free energy. -/
theorem freeEnergy_lt_trialBound {β w W : ℝ} (hβ : 0 < β) (hw : 0 < w) (hW : 0 < W)
    (hne : W ≠ w) : freeEnergy β w < trialBound β w W := by
  unfold trialBound
  rcases lt_or_gt_of_ne hne with h | h
  · obtain ⟨c, hc, -, heq⟩ := exists_intermediate_frequency hβ hW h
    have hr := stiffnessResponse_lt hβ hW hc
    have hsq : 0 < w ^ 2 - W ^ 2 := by nlinarith
    nlinarith [mul_pos hsq (sub_pos.mpr hr)]
  · obtain ⟨c, hc, hcW, heq⟩ := exists_intermediate_frequency hβ hw h
    have hr := stiffnessResponse_lt hβ (hw.trans hc) hcW
    have hsq : 0 < W ^ 2 - w ^ 2 := by nlinarith
    nlinarith [mul_pos hsq (sub_pos.mpr hr)]
```

At W = w the correction vanishes and G(w) = F(w). Hence, for positive β, w and W, F(w) ≤ G(W), with equality exactly when W = w. This is the Gibbs–Bogoliubov bound for a pair of oscillators; the closed formulas used here do not cover an anharmonic potential.

```lean
/-- For positive `β`, `w` and `W`, the variational functional is at least the true free energy,
and the two are equal exactly when the trial frequency is the true one. -/
theorem harmonic_trial_principle {β w W : ℝ} (hβ : 0 < β) (hw : 0 < w) (hW : 0 < W) :
    freeEnergy β w ≤ trialBound β w W ∧
      (trialBound β w W = freeEnergy β w ↔ W = w) := by
  have hself : trialBound β w w = freeEnergy β w := by simp [trialBound]
  by_cases h : W = w
  · subst h
    exact ⟨hself.ge, by simp [hself]⟩
  · have hlt := freeEnergy_lt_trialBound hβ hw hW h
    exact ⟨hlt.le, fun e => absurd e hlt.ne', fun e => absurd e h⟩
```

## No false minimum

For 0 < a < b ≤ w, regrouping gives

G(a) − G(b) = [F(a) + (b² − a²)C(a) − F(b)] + (w² − b²)[C(a) − C(b)].

The first bracket is positive by the strict bound with b as the true frequency, and the last term is nonnegative. For w ≤ a < b, likewise,

G(b) − G(a) = [F(b) + (a² − b²)C(b) − F(a)] + (a² − w²)[C(a) − C(b)] > 0.

Thus G strictly decreases on (0, w], written `Ioc 0 w`, and strictly increases on [w, ∞), written `Ici w`.

```lean
/-- At positive temperature and for a true frequency `w > 0`, the variational functional
strictly decreases as the trial frequency rises from zero to `w`, and strictly increases from
`w` onwards. -/
theorem trialBound_monotonicity {β w : ℝ} (hβ : 0 < β) (hw : 0 < w) :
    StrictAntiOn (trialBound β w) (Ioc 0 w) ∧ StrictMonoOn (trialBound β w) (Ici w) := by
  constructor
  · intro a ha b hb hab
    -- compare the two trial oscillators by treating `b` as the true one
    have h := freeEnergy_lt_trialBound hβ hb.1 ha.1 hab.ne
    have hr := stiffnessResponse_lt hβ ha.1 hab
    have hsq : 0 ≤ w ^ 2 - b ^ 2 := by nlinarith [hb.1, hb.2]
    unfold trialBound at h ⊢
    nlinarith [mul_nonneg hsq (sub_pos.mpr hr).le]
  · intro a ha b hb hab
    have hwa : w ≤ a := ha
    have ha0 : 0 < a := hw.trans_le hwa
    -- now `a` plays the part of the true oscillator
    have h := freeEnergy_lt_trialBound hβ ha0 (ha0.trans hab) hab.ne'
    have hr := stiffnessResponse_lt hβ ha0 hab
    have hsq : 0 ≤ a ^ 2 - w ^ 2 := by nlinarith
    unfold trialBound at h ⊢
    nlinarith [mul_nonneg hsq (sub_pos.mpr hr).le]
```

In a calculation with an added quartic term λx⁴, λ ≥ 0, the Gaussian average adds 3λ⟨x²⟩² to G, and stationarity gives

W² = w² + 12λ⟨x²⟩,

where ⟨x²⟩ itself depends on W; the equation can be solved numerically. At λ = 0 it returns W = w, the harmonic case treated here.

## Several normal modes

For finitely many independent modes, the bounds add. If the sums are equal, no term can be strict, so every Wᵢ = wᵢ; Lean writes this as equality of functions, `W = w`. This applies to harmonic phonon free energies when the trial keeps the true normal coordinates and varies only the frequencies. True and trial frequencies must all be positive, so the uniform translations of a crystal, which have zero frequency, are left out.

```lean
/-- For finitely many independent modes with positive true and trial frequencies at positive
temperature, the summed functional is at least the total free energy, with equality exactly
when every trial frequency is the true one. -/
theorem normal_modes_trial_principle {ι : Type*} [Fintype ι] {β : ℝ} {w W : ι → ℝ}
    (hβ : 0 < β) (hw : ∀ i, 0 < w i) (hW : ∀ i, 0 < W i) :
    ∑ i, freeEnergy β (w i) ≤ ∑ i, trialBound β (w i) (W i) ∧
      (∑ i, freeEnergy β (w i) = ∑ i, trialBound β (w i) (W i) ↔ W = w) := by
  have h := fun i => harmonic_trial_principle hβ (hw i) (hW i)
  refine ⟨Finset.sum_le_sum fun i _ => (h i).1, ?_⟩
  rw [Finset.sum_eq_sum_iff_of_le fun i _ => (h i).1]
  constructor
  · intro e
    funext i
    exact (h i).2.mp (e i (Finset.mem_univ i)).symm
  · intro e i _
    exact ((h i).2.mpr (congrFun e i)).symm

end

end HarmonicTrialFrequency
```

```lean
#print axioms HarmonicTrialFrequency.freeEnergy_lt_trialBound
-- 'HarmonicTrialFrequency.freeEnergy_lt_trialBound' depends on axioms: [propext, Classical.choice, Quot.sound]
#print axioms HarmonicTrialFrequency.trialBound_monotonicity
-- 'HarmonicTrialFrequency.trialBound_monotonicity' depends on axioms: [propext, Classical.choice, Quot.sound]
#print axioms HarmonicTrialFrequency.normal_modes_trial_principle
-- 'HarmonicTrialFrequency.normal_modes_trial_principle' depends on axioms: [propext, Classical.choice, Quot.sound]
```
